# One, two and three free spinless fermions on a four-site ring alternate in their preferred flux between 0 and π

## A ring in a magnetic field

A charged particle that hops around a ring of four sites picks up a phase f when a magnetic flux threads the ring. If f can vary between 0 and π, which value gives the lowest energy? For one particle it is f = 0. For two spinless fermions it is f = π, and for three it is f = 0 again. In this non-interacting four-site model, the sign of the orbital magnetic response therefore can't be read off from the lowest orbital alone.

## Hamiltonian and ground energies

Number the sites n = 0, 1, 2, 3, cyclically. Hopping from n to n+1 has amplitude h = −exp(if/4), and the reverse hop has its conjugate h*. The modulus 1 sets the unit of energy, and the flux is measured as the phase gained in one circuit, spread evenly over the bonds:

(Hψ)ₙ = h ψₙ₋₁ + h* ψₙ₊₁

A Slater determinant of N fermions is given by a 4×N matrix V with orthonormal columns, V†V = 1. Its energy is tr(V†HV), and the ground energy E_N(f) is the least such value. For 0 ≤ f ≤ π,

E₁ = −2 cos(f/4)
E₂ = −2 (cos(f/4) + sin(f/4))
E₃ = −2 cos(f/4)

On this interval E₁ and E₃ strictly increase with f, while E₂ strictly decreases.

## Levels, occupations and filling

**Levels.** The Bloch orbitals, numbered m = 0, 1, 2, 3, have components iᵐⁿ/2 on site n. They are orthonormal, since the sum over n of i^((m′−m)n)/4 is 1 for m = m′ and 0 otherwise. Inserting them into H gives

ε_m = h i⁻ᵐ + h* iᵐ = −2 cos(f/4 − mπ/2)

With c = cos(f/4) and s = sin(f/4), the levels are −2c, −2s, 2c, 2s.

**Energy.** Let B have the Bloch orbitals as columns, and put W = B†V. Since H = B diag(ε) B†,

tr(V†HV) = tr(W† diag(ε) W) = Σ_m ε_m n_m, with n_m = Σ_k |W_mk|²

**Occupations.** B is unitary, so W†W = 1. The matrix P = WW† is then Hermitian with P² = P, and n_m = P_mm. Hence

n_m = Σ_j |P_mj|² ≥ n_m²

which gives 0 ≤ n_m ≤ 1. Also Σ_m n_m = tr(WW†) = tr(W†W) = N.

**Filling.** Let F be a set of N levels with ε_m ≤ μ inside F and ε_m ≥ μ outside it. Then

Σ_m (ε_m − μ) n_m ≥ Σ_{m∈F} (ε_m − μ) n_m ≥ Σ_{m∈F} (ε_m − μ)

The first step drops non-negative terms; the second uses n_m ≤ 1 and ε_m − μ ≤ 0. Adding μN to both ends shows that no determinant lies below Σ_{m∈F} ε_m, and filling F attains this value.

For f in [0, π] we have 0 ≤ s ≤ c, so the order is −2c ≤ −2s ≤ 2s ≤ 2c. Summing the lowest one, two or three levels gives the three energies; in the third, −2s and 2s cancel.

**Monotonicity.** On this interval c strictly decreases. For the pair,

(c + s)² = 1 + sin(f/2)

strictly increases, and c + s is non-negative, so c + s strictly increases too.

## Flux 2π as a counter-example

The range of f can't be extended to include 2π. There the levels are 0, −2, 0, 2, so one fermion has ground energy −2, whereas −2 cos(f/4) would give 0. Since E₁(0) is also −2, strict increase fails as well.

## The sum over levels in a tight-binding calculation

For this spinless model at zero temperature, a tight-binding program can diagonalise H at each flux, sort the eigenvalues and add the lowest N. At f = 0 they are −2, 0, 0, 2, and the sums for N = 1, 2, 3 are all −2. At f = π they are −√2, −√2, √2, √2, and the sums are −√2, −2√2, −√2.

## The Lean file

```lean
import Mathlib

open Matrix

namespace FluxFillingRing

noncomputable section

/-- Amplitude `-exp(i f/4)` for hopping from one site to the next; the four phases add up to the
flux `f`. -/
def hop (f : ℝ) : ℂ := -Complex.exp ((f / 4 : ℝ) * Complex.I)

/-- One-particle Hamiltonian of the four-site ring threaded by the flux `f`. -/
def ringH (f : ℝ) : Matrix (Fin 4) (Fin 4) ℂ :=
  !![0, star (hop f), 0, hop f;
     hop f, 0, star (hop f), 0;
     0, hop f, 0, star (hop f);
     star (hop f), 0, hop f, 0]

/-- The four Bloch orbitals of the ring, as columns. -/
def bloch : Matrix (Fin 4) (Fin 4) ℂ :=
  (1 / 2 : ℂ) • !![1, 1, 1, 1;
                   1, Complex.I, -1, -Complex.I;
                   1, -1, 1, -1;
                   1, -Complex.I, -1, Complex.I]

/-- The energies of the four Bloch orbitals at flux `f`. -/
def level (f : ℝ) : Fin 4 → ℝ :=
  ![-2 * Real.cos (f / 4), -2 * Real.sin (f / 4), 2 * Real.cos (f / 4), 2 * Real.sin (f / 4)]

/-- Energy of the Slater determinant whose `N` orbitals are the columns of `V`, when these are
orthonormal. -/
def slaterEnergy {N : ℕ} (f : ℝ) (V : Matrix (Fin 4) (Fin N) ℂ) : ℝ :=
  (Vᴴ * ringH f * V).trace.re

/-- All energies of Slater determinants of `N` orthonormal orbitals on the ring. -/
def slaterEnergies (N : ℕ) (f : ℝ) : Set ℝ :=
  {E | ∃ V : Matrix (Fin 4) (Fin N) ℂ, Vᴴ * V = 1 ∧ slaterEnergy f V = E}

/-- Ground energy of `N` free spinless fermions on the ring, for `N` at most 4. -/
def groundEnergy (N : ℕ) (f : ℝ) : ℝ := sInf (slaterEnergies N f)

/-- Occupation of the Bloch orbital `m` in the Slater determinant whose orbitals are the columns of
`V`, when these are orthonormal. -/
def occupation {N : ℕ} (V : Matrix (Fin 4) (Fin N) ℂ) (m : Fin 4) : ℝ :=
  ∑ k, Complex.normSq ((blochᴴ * V) m k)

/-- The Bloch orbitals are orthonormal. -/
theorem bloch_unitary : blochᴴ * bloch = 1 := by
  ext i j
  apply Complex.ext <;> fin_cases i <;> fin_cases j <;>
    simp [bloch, Matrix.mul_apply, Fin.sum_univ_four] <;> norm_num

/-- The Bloch orbitals are eigenvectors of the ring Hamiltonian, with energies `level f`. -/
theorem ring_bloch (f : ℝ) :
    ringH f * bloch = bloch * diagonal (fun m => (level f m : ℂ)) := by
  have h : hop f = -(Real.cos (f / 4) : ℂ) - (Real.sin (f / 4) : ℂ) * Complex.I := by
    rw [hop, Complex.exp_mul_I, ← Complex.ofReal_cos, ← Complex.ofReal_sin]
    ring
  unfold ringH level
  rw [h]
  generalize Real.cos (f / 4) = c
  generalize Real.sin (f / 4) = s
  rw [bloch, Matrix.mul_smul, Matrix.smul_mul]
  congr 1
  ext i j
  rw [Matrix.mul_diagonal]
  apply Complex.ext <;> fin_cases i <;> fin_cases j <;>
    simp [Matrix.mul_apply, Fin.sum_univ_four] <;> ring

/-- A diagonal entry of `A A†` is the sum of the squared moduli in that row of `A`. -/
theorem mul_conjTranspose_diag {n : Type*} [Fintype n] (A : Matrix (Fin 4) n ℂ) (m : Fin 4) :
    (A * Aᴴ) m m = ((∑ k, Complex.normSq (A m k) : ℝ) : ℂ) := by
  rw [Matrix.mul_apply, Complex.ofReal_sum]
  refine Finset.sum_congr rfl fun k _ => ?_
  rw [Matrix.conjTranspose_apply, ← Complex.mul_conj, starRingEnd_apply]

/-- Orthonormal orbitals remain orthonormal when expanded in Bloch orbitals. -/
theorem overlap_isometry {N : ℕ} {V : Matrix (Fin 4) (Fin N) ℂ} (hV : Vᴴ * V = 1) :
    (blochᴴ * V)ᴴ * (blochᴴ * V) = 1 := by
  have hU : bloch * blochᴴ = 1 := mul_eq_one_comm.mp bloch_unitary
  rw [Matrix.conjTranspose_mul, Matrix.conjTranspose_conjTranspose, Matrix.mul_assoc,
    ← Matrix.mul_assoc bloch, hU, Matrix.one_mul, hV]

/-- The energy of a Slater determinant is the sum of Bloch energies times occupations. -/
theorem slaterEnergy_eq {N : ℕ} (f : ℝ) (V : Matrix (Fin 4) (Fin N) ℂ) :
    slaterEnergy f V = ∑ m, level f m * occupation V m := by
  have hU : bloch * blochᴴ = 1 := mul_eq_one_comm.mp bloch_unitary
  have hH : ringH f = bloch * diagonal (fun m => (level f m : ℂ)) * blochᴴ := by
    rw [← ring_bloch, Matrix.mul_assoc, hU, Matrix.mul_one]
  have h : Vᴴ * ringH f * V =
      (blochᴴ * V)ᴴ * (diagonal (fun m => (level f m : ℂ)) * (blochᴴ * V)) := by
    rw [hH, Matrix.conjTranspose_mul, Matrix.conjTranspose_conjTranspose]
    simp only [Matrix.mul_assoc]
  unfold slaterEnergy occupation
  rw [h]
  generalize blochᴴ * V = W
  have hd : ∀ k, (Wᴴ * (diagonal (fun m => (level f m : ℂ)) * W)) k k =
      ∑ m, ((level f m * Complex.normSq (W m k) : ℝ) : ℂ) := by
    intro k
    rw [Matrix.mul_apply]
    refine Finset.sum_congr rfl fun m _ => ?_
    rw [Matrix.diagonal_mul, Matrix.conjTranspose_apply, Complex.ofReal_mul,
      Complex.normSq_eq_conj_mul_self, starRingEnd_apply]
    ring
  simp only [Matrix.trace, Matrix.diag_apply, hd, Complex.re_sum, Complex.ofReal_re,
    Finset.mul_sum]
  exact Finset.sum_comm

/-- Pauli principle: in a determinant of orthonormal orbitals no Bloch orbital holds more than
one fermion. -/
theorem occupation_le_one {N : ℕ} {V : Matrix (Fin 4) (Fin N) ℂ} (hV : Vᴴ * V = 1)
    (m : Fin 4) : occupation V m ≤ 1 := by
  have hW := overlap_isometry hV
  unfold occupation
  generalize blochᴴ * V = W at hW ⊢
  -- the density matrix `W W†` is a Hermitian projection
  have hP : (W * Wᴴ) * (W * Wᴴ)ᴴ = W * Wᴴ := by
    rw [Matrix.conjTranspose_mul, Matrix.conjTranspose_conjTranspose, Matrix.mul_assoc,
      ← Matrix.mul_assoc Wᴴ, hW, Matrix.one_mul]
  have h1 := mul_conjTranspose_diag (W * Wᴴ) m
  rw [hP, mul_conjTranspose_diag W m] at h1
  have h2 := Complex.ofReal_injective h1
  have h3 : Complex.normSq ((W * Wᴴ) m m) ≤ ∑ j, Complex.normSq ((W * Wᴴ) m j) :=
    Finset.single_le_sum (f := fun j => Complex.normSq ((W * Wᴴ) m j))
      (fun j _ => Complex.normSq_nonneg _) (Finset.mem_univ m)
  rw [← h2, mul_conjTranspose_diag W m, Complex.normSq_ofReal] at h3
  by_contra hn
  push Not at hn
  nlinarith

/-- The occupations of the Bloch orbitals in a determinant of `N` orthonormal orbitals add up
to `N`. -/
theorem occupation_sum {N : ℕ} {V : Matrix (Fin 4) (Fin N) ℂ} (hV : Vᴴ * V = 1) :
    ∑ m, occupation V m = N := by
  have h : ((∑ m, occupation V m : ℝ) : ℂ) = ((N : ℝ) : ℂ) := by
    calc ((∑ m, occupation V m : ℝ) : ℂ)
        = ((blochᴴ * V) * (blochᴴ * V)ᴴ).trace := by
          rw [Complex.ofReal_sum]
          exact Finset.sum_congr rfl fun m _ => (mul_conjTranspose_diag _ m).symm
      _ = ((N : ℝ) : ℂ) := by
          rw [Matrix.trace_mul_comm, overlap_isometry hV, Matrix.trace_one]
          simp
  exact Complex.ofReal_injective h

/-- Aufbau principle: if a Fermi level `μ` separates `N` distinct filled Bloch orbitals from the
empty ones, the sum of the filled levels is the least energy of an `N`-fermion determinant. -/
theorem aufbau {N : ℕ} (f : ℝ) (e : Fin N → Fin 4) (he : Function.Injective e) (μ : ℝ)
    (hfull : ∀ k, level f (e k) ≤ μ) (hempty : ∀ m, (∀ k, e k ≠ m) → μ ≤ level f m) :
    IsLeast (slaterEnergies N f) (∑ k, level f (e k)) := by
  constructor
  · -- the determinant of the filled Bloch orbitals attains the value
    refine ⟨bloch.submatrix id e, ?_, ?_⟩
    · have h : (bloch.submatrix id e)ᴴ * bloch.submatrix id e =
          (blochᴴ * bloch).submatrix e e := by
        ext i j
        simp [Matrix.mul_apply]
      rw [h, bloch_unitary, Matrix.submatrix_one _ he]
    · have h : (bloch.submatrix id e)ᴴ * ringH f * bloch.submatrix id e =
          (blochᴴ * ringH f * bloch).submatrix e e := by
        ext i j
        simp [Matrix.mul_apply]
      rw [slaterEnergy, h, Matrix.mul_assoc, ring_bloch, ← Matrix.mul_assoc, bloch_unitary,
        Matrix.one_mul]
      simp [Matrix.trace]
  · -- energies counted from `μ`: full occupation below it and none above is optimal
    rintro _ ⟨V, hV, rfl⟩
    rw [slaterEnergy_eq]
    have h1 : ∑ k, (level f (e k) - μ) ≤ ∑ m, (level f m - μ) * occupation V m := by
      calc ∑ k, (level f (e k) - μ)
          = ∑ m ∈ Finset.univ.image e, (level f m - μ) := by
            rw [Finset.sum_image]
            exact fun a _ b _ h => he h
        _ ≤ ∑ m ∈ Finset.univ.image e, (level f m - μ) * occupation V m := by
            refine Finset.sum_le_sum fun m hm => ?_
            obtain ⟨k, -, rfl⟩ := Finset.mem_image.mp hm
            nlinarith [mul_nonneg (sub_nonneg.2 (hfull k))
              (sub_nonneg.2 (occupation_le_one hV (e k)))]
        _ ≤ ∑ m, (level f m - μ) * occupation V m := by
            refine Finset.sum_le_sum_of_subset_of_nonneg (Finset.subset_univ _) ?_
            intro m _ hm
            refine mul_nonneg (sub_nonneg.2 (hempty m fun k hk => hm ?_))
              (Finset.sum_nonneg fun k _ => Complex.normSq_nonneg _)
            exact Finset.mem_image.mpr ⟨k, Finset.mem_univ k, hk⟩
    simp only [sub_mul, Finset.sum_sub_distrib, ← Finset.mul_sum, occupation_sum hV,
      Finset.sum_const, Finset.card_univ, Fintype.card_fin, nsmul_eq_mul] at h1
    linarith

/-- For flux `f` in `[0, π]`, the least energies of one, two and three fermions are
`-2 cos(f/4)`, `-2 (cos(f/4) + sin(f/4))` and `-2 cos(f/4)`. -/
theorem ground_energies {f : ℝ} (hf : f ∈ Set.Icc 0 Real.pi) :
    IsLeast (slaterEnergies 1 f) (-2 * Real.cos (f / 4)) ∧
    IsLeast (slaterEnergies 2 f) (-2 * (Real.cos (f / 4) + Real.sin (f / 4))) ∧
    IsLeast (slaterEnergies 3 f) (-2 * Real.cos (f / 4)) := by
  obtain ⟨h0, hπ⟩ := hf
  have hs : 0 ≤ Real.sin (f / 4) :=
    Real.sin_nonneg_of_nonneg_of_le_pi (by linarith) (by linarith)
  have hsc : Real.sin (f / 4) ≤ Real.cos (f / 4) := by
    rw [← Real.cos_pi_div_two_sub]
    exact Real.cos_le_cos_of_nonneg_of_le_pi (by linarith) (by linarith) (by linarith)
  have l0 : level f 0 = -2 * Real.cos (f / 4) := rfl
  have l1 : level f 1 = -2 * Real.sin (f / 4) := rfl
  have l2 : level f 2 = 2 * Real.cos (f / 4) := rfl
  have l3 : level f 3 = 2 * Real.sin (f / 4) := rfl
  refine ⟨?_, ?_, ?_⟩
  · have key := aufbau f (![0] : Fin 1 → Fin 4) (by decide) (level f 1)
      (by
        intro k
        fin_cases k
        change level f 0 ≤ level f 1
        linarith)
      (by
        intro m hm
        fin_cases m
        · exact absurd rfl (hm 0)
        · exact le_refl (level f 1)
        · change level f 1 ≤ level f 2
          linarith
        · change level f 1 ≤ level f 3
          linarith)
    have hsum : ∑ k, level f ((![0] : Fin 1 → Fin 4) k) = -2 * Real.cos (f / 4) := by
      rw [Fin.sum_univ_succ, Fin.sum_univ_zero, add_zero]
      exact l0
    rwa [hsum] at key
  · have key := aufbau f (![0, 1] : Fin 2 → Fin 4) (by decide) 0
      (by
        intro k
        fin_cases k
        · change level f 0 ≤ 0
          linarith
        · change level f 1 ≤ 0
          linarith)
      (by
        intro m hm
        fin_cases m
        · exact absurd rfl (hm 0)
        · exact absurd rfl (hm 1)
        · change 0 ≤ level f 2
          linarith
        · change 0 ≤ level f 3
          linarith)
    have hsum : ∑ k, level f ((![0, 1] : Fin 2 → Fin 4) k) =
        -2 * (Real.cos (f / 4) + Real.sin (f / 4)) := by
      rw [Fin.sum_univ_two]
      change level f 0 + level f 1 = _
      linarith
    rwa [hsum] at key
  · have key := aufbau f (![0, 1, 3] : Fin 3 → Fin 4) (by decide) (level f 3)
      (by
        intro k
        fin_cases k
        · change level f 0 ≤ level f 3
          linarith
        · change level f 1 ≤ level f 3
          linarith
        · exact le_refl (level f 3))
      (by
        intro m hm
        fin_cases m
        · exact absurd rfl (hm 0)
        · exact absurd rfl (hm 1)
        · change level f 3 ≤ level f 2
          linarith
        · exact absurd rfl (hm 2))
    have hsum : ∑ k, level f ((![0, 1, 3] : Fin 3 → Fin 4) k) = -2 * Real.cos (f / 4) := by
      rw [Fin.sum_univ_three]
      change level f 0 + level f 1 + level f 3 = _
      linarith
    rwa [hsum] at key

/-- Filling reverses the flux preference: on `[0, π]` the ground energy strictly increases with
flux for one fermion, strictly decreases for two, and strictly increases again for three. -/
theorem filling_reverses_flux_preference :
    StrictMonoOn (groundEnergy 1) (Set.Icc 0 Real.pi) ∧
    StrictAntiOn (groundEnergy 2) (Set.Icc 0 Real.pi) ∧
    StrictMonoOn (groundEnergy 3) (Set.Icc 0 Real.pi) := by
  have hcos : ∀ a ∈ Set.Icc 0 Real.pi, ∀ b ∈ Set.Icc 0 Real.pi, a < b →
      Real.cos (b / 4) < Real.cos (a / 4) := fun a ha b hb hab =>
    Real.cos_lt_cos_of_nonneg_of_le_pi (by linarith [ha.1])
      (by linarith [hb.2, Real.pi_pos]) (by linarith)
  refine ⟨fun a ha b hb hab => ?_, fun a ha b hb hab => ?_, fun a ha b hb hab => ?_⟩
  · rw [groundEnergy, groundEnergy, (ground_energies ha).1.csInf_eq,
      (ground_energies hb).1.csInf_eq]
    linarith [hcos a ha b hb hab]
  · rw [groundEnergy, groundEnergy, (ground_energies ha).2.1.csInf_eq,
      (ground_energies hb).2.1.csInf_eq]
    -- compare squares, using (cos x + sin x)^2 = 1 + sin 2x
    have hsq : ∀ x : ℝ, (Real.cos x + Real.sin x) ^ 2 = 1 + Real.sin (2 * x) := by
      intro x
      rw [Real.sin_two_mul]
      linear_combination Real.sin_sq_add_cos_sq x
    have hlt : Real.sin (2 * (a / 4)) < Real.sin (2 * (b / 4)) :=
      Real.sin_lt_sin_of_lt_of_le_pi_div_two (by linarith [ha.1, Real.pi_pos])
        (by linarith [hb.2]) (by linarith)
    have hc : 0 ≤ Real.cos (b / 4) :=
      Real.cos_nonneg_of_neg_pi_div_two_le_of_le (by linarith [hb.1, Real.pi_pos])
        (by linarith [hb.2, Real.pi_pos])
    have hs : 0 ≤ Real.sin (b / 4) :=
      Real.sin_nonneg_of_nonneg_of_le_pi (by linarith [hb.1]) (by linarith [hb.2, Real.pi_pos])
    have h2 : (Real.cos (a / 4) + Real.sin (a / 4)) ^ 2 <
        (Real.cos (b / 4) + Real.sin (b / 4)) ^ 2 := by
      rw [hsq, hsq]
      linarith
    have h3 := lt_of_pow_lt_pow_left₀ 2 (add_nonneg hc hs) h2
    linarith
  · rw [groundEnergy, groundEnergy, (ground_energies ha).2.2.csInf_eq,
      (ground_energies hb).2.2.csInf_eq]
    linarith [hcos a ha b hb hab]

end

end FluxFillingRing
```

```lean
#print axioms FluxFillingRing.filling_reverses_flux_preference
```

```
'FluxFillingRing.filling_reverses_flux_preference' depends on axioms: [propext, Classical.choice, Quot.sound]
```

## Reading the formal statement

`ringH f` is H, `bloch` is B, and `level f m` is ε_m. `slaterEnergy` takes the real part of the trace, which loses nothing because H is Hermitian. `slaterEnergies N f` collects the energies of all V with `Vᴴ * V = 1`, and `groundEnergy` is its infimum.

In `ground_energies`, `IsLeast` says that each value is attained and is a lower bound. `filling_reverses_flux_preference` states the monotonicity on `Set.Icc 0 Real.pi`, the closed interval.

The model has no spin, interactions or temperature. The minimum runs over determinants; that general antisymmetric states go no lower is standard for free fermions, but isn't proved here.

## From the lemmas to the two theorems

`bloch_unitary` and `ring_bloch` check the orbitals entry by entry, the latter after writing `hop f` through cosine and sine. `slaterEnergy_eq` is the change of basis followed by an exchange of the two sums.

`overlap_isometry` supplies W†W = 1. From it, `occupation_le_one` derives the projection identity `hP` and keeps only the diagonal term of the row sum; `nlinarith` then rules out n_m > 1. `occupation_sum` uses the cyclic trace.

In `aufbau`, the injective map `e` lists the filled levels. The first half shows that those Bloch columns are orthonormal and that their Slater determinant has the sum of the filled levels as its energy; the `calc` block in the second half is the chain of inequalities above. `ground_energies` applies it with `![0]`, `![0, 1]` and `![0, 1, 3]`, taking μ as `level f 1`, 0 and `level f 3`.

The last theorem replaces each infimum by its value through `csInf_eq`. Cosine's monotonicity settles one and three fermions; for two, the squares are compared and `lt_of_pow_lt_pow_left₀` removes them.
